# Fermi–Löwdin orbitals on a finite set of sites are orthonormal and keep the density matrix

Q: You replace space by a finite set of sites, and Löwdin's inverse square root by any Hermitian matrix that orthonormalises the orbitals. Is this still the construction used in self-interaction corrections?

A: It is its linear algebra, for one spin channel with $N$ fully occupied orbitals. The orbitals are the columns of an $m\times N$ matrix $C$ with $C^*C=1$, and the density matrix is $g=CC^*$. Choose $N$ sites $a_i$, the Fermi orbital descriptors, with densities $\rho_i=g(a_i,a_i)>0$. The Fermi orbitals are the columns of $F$:

$$F_{xi}=\frac{g(x,a_i)}{\sqrt{\rho_i}}.$$

Let $S=F^*F$ be their overlap matrix. I take a Hermitian $R$ with $RSR=1$ and set $L=FR$. Löwdin's choice $R=S^{-1/2}$ is the positive definite solution. The theorem accepts the others too, such as $-S^{-1/2}$.

Q: Why does the result matter for the correction?

A: The Perdew–Zunger energy depends on the individual orbital densities, not only on their sum. For fixed occupied orbitals on finitely many sites, the theorem says that every set of descriptors for which such an $R$ exists, that is, whose Fermi orbitals are linearly independent, gives orthonormal orbitals with the same total density. In a self-consistent calculation the occupied space itself can still respond to the descriptors.

Q: Show me the derivation before any code.

A: First, $g$ is Hermitian and $g^2=C(C^*C)C^*=g$. Each column of $F$ is a multiple of a column of $g$, so $gF=F$. The overlap follows:

$$S_{ij}=\sum_x\frac{g(a_i,x)\,g(x,a_j)}{\sqrt{\rho_i\rho_j}}=\frac{g(a_i,a_j)}{\sqrt{\rho_i\rho_j}},$$

and in particular $S_{ii}=1$. Next, $L^*L=R^*SR=RSR=1$.

For the density matrix, put $U=C^*L$. Then $CU=gL=gFR=FR=L$, and $U^*U=L^*CC^*L=L^*gL=L^*L=1$. Since $U$ is an $N\times N$ matrix, $UU^*=1$ as well. Hence

$$LL^*=CUU^*C^*=CC^*=g.$$

The squareness of $U$ is where it matters that there are as many descriptors as occupied orbitals.

Q: How does this look in Lean?

A: The type `m` labels the sites, and `n` labels both the occupied orbitals and the descriptors, which makes their numbers equal. Both are finite.

```lean
import Mathlib

open Matrix

namespace FermiLowdinOrbitals

noncomputable section

variable {m n : Type*} [Fintype m] [Fintype n] [DecidableEq n]
```

The superscript `ᴴ` is the conjugate transpose, so the density matrix is written as above.

```lean
/-- The one-particle density matrix `C Cᴴ` of the orbitals in the columns of `C`. -/
def densityMatrix (C : Matrix m n ℂ) : Matrix m m ℂ := C * Cᴴ
```

The descriptors are a function `a : n → m`. The normalisation uses the real part of the diagonal element, because the square root here is the real one.

```lean
/-- The Fermi orbitals: columns of `g` at the descriptor sites `a i`, each divided by the
square root of the local density. The domain is descriptors with positive density. -/
def fermiOrbitals (g : Matrix m m ℂ) (a : n → m) : Matrix m n ℂ :=
  Matrix.of fun x i => g x (a i) / ((√(g (a i) (a i)).re : ℝ) : ℂ)
```

The mixing matrix `R` is an argument, and its properties enter later as hypotheses.

```lean
/-- The Fermi-Löwdin orbitals: the Fermi orbitals mixed by the matrix `R`. -/
def fermiLowdin (g : Matrix m m ℂ) (a : n → m) (R : Matrix n n ℂ) : Matrix m n ℂ :=
  fermiOrbitals g a * R
```

Q: Taking a real part could hide an error. How do you know that the diagonal is a density?

A: The next theorem identifies it as $\sum_k|C_{xk}|^2$. The proof expands the matrix product and turns each $C_{xk}\overline{C_{xk}}$ into a squared norm.

```lean
omit [Fintype m] [DecidableEq n] in
/-- The diagonal of the density matrix is the sum of the orbital densities at that site. -/
theorem density_diag (C : Matrix m n ℂ) (x : m) :
    densityMatrix C x x = ((∑ k, ‖C x k‖ ^ 2 : ℝ) : ℂ) := by
  rw [densityMatrix, Matrix.mul_apply, Complex.ofReal_sum]
  refine Finset.sum_congr rfl fun k _ => ?_
  rw [Matrix.conjTranspose_apply, Complex.star_def, Complex.mul_conj,
    Complex.normSq_eq_norm_sq]
```

Q: And the projector step?

A: In the following proof, `hg` is $g^2=g$, obtained by regrouping the product and using `hC`. Reading that identity in column $a_i$ and dividing by $\sqrt{\rho_i}$ gives $gF=F$.

```lean
/-- The density matrix of orthonormal orbitals leaves every Fermi orbital unchanged. -/
theorem density_mul_fermiOrbitals (C : Matrix m n ℂ) (hC : Cᴴ * C = 1) (a : n → m) :
    densityMatrix C * fermiOrbitals (densityMatrix C) a
      = fermiOrbitals (densityMatrix C) a := by
  -- idempotency of the density matrix
  have hg : densityMatrix C * densityMatrix C = densityMatrix C := by
    unfold densityMatrix
    calc C * Cᴴ * (C * Cᴴ) = C * (Cᴴ * C) * Cᴴ := by simp only [Matrix.mul_assoc]
      _ = C * Cᴴ := by rw [hC, Matrix.mul_one]
  ext x i
  have h := congrFun (congrFun hg x) (a i)
  rw [Matrix.mul_apply] at h ⊢
  simp only [fermiOrbitals, Matrix.of_apply, ← mul_div_assoc, ← Finset.sum_div, h]
```

The overlap formula reuses this result. Hermiticity turns the conjugated column $a_i$ of $g$ into row $a_i$; this is `hx`. The sum over sites is then the entry of $gF=F$ at site $a_i$ and column $j$, divided by $\sqrt{\rho_i}$.

```lean
/-- If the columns of `C` are orthonormal, the overlap of two Fermi orbitals is the density matrix
element between their descriptors, divided by the square roots of the two local densities. -/
theorem fermi_overlap (C : Matrix m n ℂ) (hC : Cᴴ * C = 1) (a : n → m) (i j : n) :
    ((fermiOrbitals (densityMatrix C) a)ᴴ * fermiOrbitals (densityMatrix C) a) i j
      = densityMatrix C (a i) (a j) /
        (((√(densityMatrix C (a i) (a i)).re : ℝ) : ℂ) *
          ((√(densityMatrix C (a j) (a j)).re : ℝ) : ℂ)) := by
  have hH : (densityMatrix C).IsHermitian := by
    simp [Matrix.IsHermitian, densityMatrix, Matrix.conjTranspose_mul]
  have hx : ∀ x, star (fermiOrbitals (densityMatrix C) a x i)
      = densityMatrix C (a i) x / ((√(densityMatrix C (a i) (a i)).re : ℝ) : ℂ) := by
    intro x
    rw [fermiOrbitals, Matrix.of_apply, star_div₀, hH.apply, Complex.star_def,
      Complex.conj_ofReal]
  have hp := congrFun (congrFun (density_mul_fermiOrbitals C hC a) (a i)) j
  rw [Matrix.mul_apply] at hp ⊢
  simp only [Matrix.conjTranspose_apply, hx, div_mul_eq_mul_div, ← Finset.sum_div, hp]
  simp only [fermiOrbitals, Matrix.of_apply]
  ring
```

On the diagonal the two square roots multiply to the density, and the quotient is one when that density is nonzero.

```lean
/-- If the columns of `C` are orthonormal, a Fermi orbital whose descriptor sits at nonzero density
has unit norm. -/
theorem fermi_normalised (C : Matrix m n ℂ) (hC : Cᴴ * C = 1) (a : n → m) (i : n)
    (h : densityMatrix C (a i) (a i) ≠ 0) :
    ((fermiOrbitals (densityMatrix C) a)ᴴ * fermiOrbitals (densityMatrix C) a) i i = 1 := by
  rw [density_diag] at h
  rw [fermi_overlap C hC, density_diag, Complex.ofReal_re, ← Complex.ofReal_mul,
    Real.mul_self_sqrt (by positivity), div_self h]
```

Q: Now the main statement. What exactly is assumed?

A: Orthonormal occupied orbitals (`hC`), a Hermitian `R` (`hR`) and $RSR=1$ (`hS`). The last condition says that the mixing removes all overlap between the Fermi orbitals. It is assumed, so the theorem does not construct `R` from given descriptors. The conclusion is the pair $L^*L=1$ and $LL^*=g$.

In the proof, `h1` is the orthonormality and `h2` is $gL=L$. After that only these two facts about $L$ are needed, so `generalize` replaces the explicit expression by a letter. The facts `hL` and `hU` are $CU=L$ and $U^*U=1$; `mul_eq_one_comm` reverses the product of square matrices, and the final `calc` is the last line of the derivation.

```lean
/-- If the original orbitals are orthonormal, and `R` is Hermitian and orthonormalises their Fermi
orbitals, then the Fermi-Löwdin orbitals are orthonormal and have the density matrix of the original
orbitals. -/
theorem fermiLowdin_orthonormal_and_density (C : Matrix m n ℂ) (hC : Cᴴ * C = 1)
    (a : n → m) (R : Matrix n n ℂ) (hR : R.IsHermitian)
    (hS : R * ((fermiOrbitals (densityMatrix C) a)ᴴ *
      fermiOrbitals (densityMatrix C) a) * R = 1) :
    (fermiLowdin (densityMatrix C) a R)ᴴ * fermiLowdin (densityMatrix C) a R = 1 ∧
    fermiLowdin (densityMatrix C) a R * (fermiLowdin (densityMatrix C) a R)ᴴ
      = densityMatrix C := by
  have h1 : (fermiLowdin (densityMatrix C) a R)ᴴ * fermiLowdin (densityMatrix C) a R = 1 := by
    rw [← hS, fermiLowdin, Matrix.conjTranspose_mul, hR.eq]
    simp only [Matrix.mul_assoc]
  have h2 : densityMatrix C * fermiLowdin (densityMatrix C) a R
      = fermiLowdin (densityMatrix C) a R := by
    rw [fermiLowdin, ← Matrix.mul_assoc, density_mul_fermiOrbitals C hC]
  refine ⟨h1, ?_⟩
  generalize fermiLowdin (densityMatrix C) a R = L at h1 h2 ⊢
  -- `U = Cᴴ L` is the square matrix that turns `C` into `L`
  have hL : C * (Cᴴ * L) = L := by rw [← Matrix.mul_assoc]; exact h2
  have hU : (Cᴴ * L)ᴴ * (Cᴴ * L) = 1 := by
    rw [Matrix.conjTranspose_mul, Matrix.conjTranspose_conjTranspose, Matrix.mul_assoc,
      hL, h1]
  have hU' : (Cᴴ * L) * (Cᴴ * L)ᴴ = 1 := mul_eq_one_comm.mp hU
  calc L * Lᴴ = (C * (Cᴴ * L)) * (C * (Cᴴ * L))ᴴ := by rw [hL]
    _ = C * ((Cᴴ * L) * (Cᴴ * L)ᴴ) * Cᴴ := by
        rw [Matrix.conjTranspose_mul C]
        simp only [Matrix.mul_assoc]
    _ = densityMatrix C := by rw [hU', Matrix.mul_one, densityMatrix]
```

Q: A self-interaction correction works with densities. Do you get those?

A: Yes, from the diagonal of $LL^*=g$: the orbital densities of $L$ add up to the original density at every site.

```lean
/-- If the original orbitals are orthonormal, and `R` is Hermitian and orthonormalises their Fermi
orbitals, then at every site the Fermi-Löwdin orbital densities add up to the original density. -/
theorem fermiLowdin_local_density (C : Matrix m n ℂ) (hC : Cᴴ * C = 1)
    (a : n → m) (R : Matrix n n ℂ) (hR : R.IsHermitian)
    (hS : R * ((fermiOrbitals (densityMatrix C) a)ᴴ *
      fermiOrbitals (densityMatrix C) a) * R = 1) (x : m) :
    ∑ i, ‖fermiLowdin (densityMatrix C) a R x i‖ ^ 2 = ∑ k, ‖C x k‖ ^ 2 := by
  have h := congrFun (congrFun
    (fermiLowdin_orthonormal_and_density C hC a R hR hS).2 x) x
  apply Complex.ofReal_injective
  rw [← density_diag, ← density_diag]
  exact h
```

Q: Canonical orbitals are only one choice within the occupied space. Does the construction depend on that choice?

A: The Fermi orbitals do not. If $C$ is replaced by $CU$, with $U$ now any unitary $N\times N$ matrix, then $CUU^*C^*=CC^*$, and $F$ depends on the orbitals only through $g$.

```lean
omit [Fintype m] in
/-- Unitary mixing of the occupied orbitals does not change the Fermi orbitals. -/
theorem fermiOrbitals_unitary_invariant (C : Matrix m n ℂ) (U : Matrix n n ℂ)
    (hU : U * Uᴴ = 1) (a : n → m) :
    fermiOrbitals (densityMatrix (C * U)) a = fermiOrbitals (densityMatrix C) a := by
  have h : densityMatrix (C * U) = densityMatrix C := by
    unfold densityMatrix
    calc C * U * (C * U)ᴴ = C * (U * Uᴴ) * Cᴴ := by
          rw [Matrix.conjTranspose_mul]
          simp only [Matrix.mul_assoc]
      _ = C * Cᴴ := by rw [hU, Matrix.mul_one]
  rw [h]
```

Q: Your derivation assumed $\rho_i>0$, but the main theorem has no such hypothesis.

A: The condition $RSR=1$ already implies it. Reversing the product gives $R^2F^*F=1$, so $F$ has a left inverse. Two equal descriptors would give two equal columns, and then a diagonal and an off-diagonal entry of the identity would agree. A descriptor at zero density gives a zero column, since Lean sets division by zero to zero, and a diagonal entry of the identity would vanish.

```lean
/-- If `R * S * R = 1`, where `S` is the overlap matrix of the Fermi orbitals built from `g`, then
the descriptors are distinct and the diagonal entry of `g` at each of them is nonzero. -/
theorem descriptors_admissible (g : Matrix m m ℂ) (a : n → m) (R : Matrix n n ℂ)
    (hS : R * ((fermiOrbitals g a)ᴴ * fermiOrbitals g a) * R = 1) :
    Function.Injective a ∧ ∀ i, g (a i) (a i) ≠ 0 := by
  -- the Fermi orbitals have a left inverse
  have hG : (R * R * (fermiOrbitals g a)ᴴ) * fermiOrbitals g a = 1 := by
    have h := mul_eq_one_comm.mp hS
    simpa only [Matrix.mul_assoc] using h
  constructor
  · intro i j hij
    by_contra hne
    have h1 := congrFun (congrFun hG i) i
    have h2 := congrFun (congrFun hG i) j
    rw [Matrix.mul_apply, Matrix.one_apply_eq] at h1
    rw [Matrix.mul_apply, Matrix.one_apply_ne hne] at h2
    simp only [fermiOrbitals, Matrix.of_apply, hij] at h1 h2
    exact one_ne_zero (h1.symm.trans h2)
  · intro i hi
    have h1 := congrFun (congrFun hG i) i
    rw [Matrix.mul_apply, Matrix.one_apply_eq] at h1
    have h0 : ∀ x, fermiOrbitals g a x i = 0 := by
      intro x
      simp [fermiOrbitals, hi]
    simp [h0] at h1
```

Q: Are distinct descriptors at nonzero density enough, then?

A: No. The Fermi orbitals must be linearly independent, and the example below shows how that can fail. It has two orbitals on five sites, numbered from 0.

```lean
/-- Two orbitals on five sites. -/
def exampleC : Matrix (Fin 5) (Fin 2) ℂ :=
  !![4/7, -3/7; -3/7, 4/7; 2/7, 2/7; 2/7, 2/7; 4/7, 4/7]
```

Rows 2 and 3 of this matrix are equal, so descriptors at sites 2 and 3 give the same Fermi orbital twice, although both sites have density $8/49$. Descriptors at sites 0 and 1 do work, with this mixing matrix:

```lean
/-- A real symmetric mixing matrix for the two Fermi orbitals of the example. -/
def exampleR : Matrix (Fin 2) (Fin 2) ℂ := !![20/7, 15/7; 15/7, 20/7]
```

Q: Work it through by hand.

A: Both descriptor sites have density $(16+9)/49=25/49$, and $g(0,1)=(-12-12)/49=-24/49$. The overlap of the normalised Fermi orbitals is therefore $-24/25$, which is far from orthogonal. The first Fermi orbital is column 0 of $g$ divided by $5/7$:

$$F_{\cdot 0}=\tfrac1{35}(25,-24,2,2,4)^T,\qquad F_{\cdot 1}=\tfrac1{35}(-24,25,2,2,4)^T.$$

The eigenvalues of $S$ are $1/25$ for the direction $(1,1)$ and $49/25$ for $(1,-1)$. On the same directions $R$ has eigenvalues $5$ and $5/7$, so it is $S^{-1/2}$. The first column of $L$ is

$$\tfrac{20}{7}F_{\cdot 0}+\tfrac{15}{7}F_{\cdot 1}=\tfrac17(4,-3,2,2,4)^T,$$

which is the first column of $C$. By symmetry the second column comes back too, so for these descriptors the Fermi–Löwdin orbitals are the original ones.

The theorem below checks the hypotheses and the overlap matrix for this example. It obtains the overlap from the general formula, with $\sqrt{25/49}=5/7$ supplied by `hs`, and verifies the remaining identities entry by entry.

```lean
/-- The example orbitals, with descriptors at the first two sites, and the example mixing
matrix satisfy all hypotheses; the two Fermi orbitals have overlap `-24/25`. -/
theorem fermiLowdin_witness :
    exampleCᴴ * exampleC = 1 ∧ exampleR.IsHermitian ∧
    (fermiOrbitals (densityMatrix exampleC) ![0, 1])ᴴ *
      fermiOrbitals (densityMatrix exampleC) ![0, 1] = !![1, -24/25; -24/25, 1] ∧
    exampleR * ((fermiOrbitals (densityMatrix exampleC) ![0, 1])ᴴ *
      fermiOrbitals (densityMatrix exampleC) ![0, 1]) * exampleR = 1 := by
  -- the numerals in the example are real
  have h2 : (starRingEnd ℂ) 2 = 2 := Complex.conj_eq_iff_im.mpr (by simp)
  have h3 : (starRingEnd ℂ) 3 = 3 := Complex.conj_eq_iff_im.mpr (by simp)
  have h4 : (starRingEnd ℂ) 4 = 4 := Complex.conj_eq_iff_im.mpr (by simp)
  have h7 : (starRingEnd ℂ) 7 = 7 := Complex.conj_eq_iff_im.mpr (by simp)
  have hC : exampleCᴴ * exampleC = 1 := by
    ext i j
    fin_cases i <;> fin_cases j <;>
      simp [exampleC, Matrix.mul_apply, Fin.sum_univ_succ, h2, h3, h4, h7] <;> norm_num
  have hs : √(25/49 : ℝ) = 5/7 := by
    rw [show (25/49 : ℝ) = (5/7) ^ 2 by norm_num]
    exact Real.sqrt_sq (by norm_num)
  -- both descriptors sit at density 25/49
  have hd : ∀ i : Fin 2, densityMatrix exampleC ((![0, 1] : Fin 2 → Fin 5) i)
      ((![0, 1] : Fin 2 → Fin 5) i) = ((25/49 : ℝ) : ℂ) := by
    intro i
    fin_cases i <;>
      simp [densityMatrix, exampleC, Matrix.mul_apply, Fin.sum_univ_succ, h3, h4, h7] <;>
      norm_num
  have hO : (fermiOrbitals (densityMatrix exampleC) ![0, 1])ᴴ *
      fermiOrbitals (densityMatrix exampleC) ![0, 1] = !![1, -24/25; -24/25, 1] := by
    ext i j
    rw [fermi_overlap exampleC hC, hd i, hd j, Complex.ofReal_re, hs]
    fin_cases i <;> fin_cases j <;>
      simp [densityMatrix, exampleC, Matrix.mul_apply, Fin.sum_univ_succ, h3, h4, h7] <;>
      norm_num
  refine ⟨hC, ?_, hO, ?_⟩
  · ext i j
    fin_cases i <;> fin_cases j <;> simp [exampleR, Matrix.conjTranspose_apply]
  · rw [hO]
    ext i j
    fin_cases i <;> fin_cases j <;>
      simp [exampleR, Matrix.mul_apply, Fin.sum_univ_succ] <;> norm_num

end

end FermiLowdinOrbitals
```

```lean
#print axioms FermiLowdinOrbitals.fermi_normalised
#print axioms FermiLowdinOrbitals.fermiLowdin_orthonormal_and_density
#print axioms FermiLowdinOrbitals.fermiOrbitals_unitary_invariant
#print axioms FermiLowdinOrbitals.descriptors_admissible
```

```
'FermiLowdinOrbitals.fermi_normalised' depends on axioms: [propext, Classical.choice, Quot.sound]
'FermiLowdinOrbitals.fermiLowdin_orthonormal_and_density' depends on axioms: [propext, Classical.choice, Quot.sound]
'FermiLowdinOrbitals.fermiOrbitals_unitary_invariant' depends on axioms: [propext, Classical.choice, Quot.sound]
'FermiLowdinOrbitals.descriptors_admissible' depends on axioms: [propext, Classical.choice, Quot.sound]
```

Q: Where would I meet this in a real code?

A: After the occupied orbitals are available, a program evaluates them at the descriptors and builds the Fermi orbitals as $F=CT$, with

$$T_{ki}=\frac{\overline{C_{a_i k}}}{\sqrt{\rho_i}}.$$

It then forms the $N\times N$ overlap $S=T^*T$, diagonalises it, and applies $S^{-1/2}$. The orbital densities of the result enter the self-interaction terms. Comparing $L^*L$ with the identity and $LL^*$ with $g$ tests the implementation. A very small eigenvalue of $S$ signals nearly dependent Fermi orbitals and a badly conditioned inverse square root.

Q: What separates your sites from such a code?

A: On a uniform real-space grid with volume element $w$, set $C_{xk}=\sqrt{w}\,\varphi_k(x)$, where $\varphi_k$ is the $k$-th occupied orbital; then $C^*C=1$ is orthonormality under the grid quadrature. Descriptors must be grid points here, whereas molecular codes usually let them move continuously and optimise their positions. A nonorthogonal atomic basis needs its own overlap matrix in every inner product, and fractional occupations break $g^2=g$. Neither case is covered.
